# For continuous h, reweighting from a positive guide gives h/x² a finite second moment at the node of ψ(x) = x

When a force estimator in variational Monte Carlo diverges at a node of the trial function, one can draw configurations from a guiding density that stays positive there and reweight each sample. In the one-dimensional, single-node model below, this keeps the integral that defines the mean and makes an infinite second moment finite.

```lean
import Mathlib

open MeasureTheory Set

namespace NodeGuideReweighting

noncomputable section
```

## The node, the estimator and the guide

On $[-1,1]$ the wave function is $\psi(x)=x$, unnormalised.

```lean
/-- The model wave function with a single node at the origin. -/
def psi (x : ℝ) : ℝ := x
```

The estimator is $O(x)=h(x)/x^2$. The function $h$ stands for whatever smooth factor multiplies the divergence; the theorems take it to be continuous on $[-1,1]$.

```lean
/-- The estimator `h / x ^ 2`; Lean's division gives it the value `0` at the node `x = 0`. -/
def estimator (h : ℝ → ℝ) (x : ℝ) : ℝ := h x / x ^ 2
```

The guide is $G(x)=\max(|x|,\varepsilon)$. The cutoff $\varepsilon>0$ is the distance from the node within which $G$ stops following $|\psi|$.

```lean
/-- The guiding function: `|x|` cut off from below at `ε`. -/
def guide (ε x : ℝ) : ℝ := max |x| ε
```

A sample drawn from $G^2$ carries the weight $w=(\psi/G)^2$.

```lean
/-- The reweighting factor `(psi / guide) ^ 2`. -/
def weight (ε x : ℝ) : ℝ := (psi x / guide ε x) ^ 2
```

The bounds use $S=\sup_{[-1,1]}h^2$, written `supSq h`.

```lean
/-- The supremum of `h ^ 2` over the interval `[-1, 1]`. -/
def supSq (h : ℝ → ℝ) : ℝ := sSup ((fun x => h x ^ 2) '' Icc (-1) 1)
```

## The mean survives reweighting

A single point has measure zero, so the value Lean gives $O$ at $x=0$ is immaterial. Functions that agree for $x\neq0$ share integrability and integral. `IntervalIntegrable f volume (-1) 1` says that $f$ is Lebesgue integrable over the interval.

```lean
/-- Two functions that agree away from the node have the same integral over `[-1, 1]`,
and integrability passes from one to the other. -/
theorem integral_eq_off_node {f g : ℝ → ℝ} (hf : IntervalIntegrable f volume (-1) 1)
    (hfg : ∀ x, x ≠ 0 → f x = g x) :
    IntervalIntegrable g volume (-1) 1 ∧ ∫ x in (-1 : ℝ)..1, f x = ∫ x in (-1 : ℝ)..1, g x := by
  have hne : ∀ᵐ x : ℝ, x ≠ 0 := by simp [ae_iff]
  constructor
  · rw [intervalIntegrable_iff] at hf ⊢
    exact Integrable.congr hf (ae_restrict_of_ae (hne.mono hfg))
  · exact intervalIntegral.integral_congr_ae (hne.mono fun x hx _ => hfg x hx)
```

For $x\ne0$ we have $G>0$, and cancellation gives

$$G^2wO=\psi^2O=x^2\,\frac{h}{x^2}=h,\qquad G^2(wO)^2=G^2\,\frac{x^4}{G^4}\,\frac{h^2}{x^4}=\frac{h^2}{G^2}.$$

The first integrand is therefore integrable, since $h$ is continuous. In Lean, `field_simp` does the cancellation.

```lean
/-- Away from the node, the reweighted integrand equals the original one, which is `h`,
and the reweighted second-moment integrand is `h ^ 2 / guide ^ 2`. -/
theorem reweighted_pointwise (h : ℝ → ℝ) (ε : ℝ) {x : ℝ} (hx : x ≠ 0) :
    guide ε x ^ 2 * (weight ε x * estimator h x) = psi x ^ 2 * estimator h x ∧
    psi x ^ 2 * estimator h x = h x ∧
    guide ε x ^ 2 * (weight ε x * estimator h x) ^ 2 = h x ^ 2 / guide ε x ^ 2 := by
  have hg : guide ε x ≠ 0 := (lt_max_of_lt_left (abs_pos.mpr hx)).ne'
  unfold weight estimator psi
  refine ⟨?_, ?_, ?_⟩ <;> field_simp
```

## The second moment under ψ² diverges

Here $\psi^2O^2=h^2/x^2$. Suppose $h(0)\neq0$. By continuity there is an $r$ with $0<r\le1$ such that $h(x)^2>h(0)^2/2$ for $0<x\le r$. Since $x\le1$,

$$\frac1x\le\frac1{x^2}\le\frac{2}{h(0)^2}\,\frac{h(x)^2}{x^2}.$$

If the right-hand side were integrable, so would $1/x$ be on $(0,r]$. But $\int_a^r dx/x=\ln(r/a)$ grows without limit as $a\to0^+$.

The proof turns on Mathlib's `intervalIntegrable_inv_iff`: $1/x$ is integrable between $a$ and $b$ exactly when $a=b$ or $0$ lies outside the closed interval joining them. Because that interval is closed, a singularity at an endpoint counts, which is the case here with $a=0$ and $b=r$. The comparison above enters through `mono_fun'`, which passes integrability down to a dominated function, and the two alternatives of the criterion are then refuted in turn.

```lean
/-- If `h` is continuous on `[-1, 1]` and does not vanish at the node, the integrand of the
estimator's second moment under `psi ^ 2` is not integrable. -/
theorem second_moment_not_integrable {h : ℝ → ℝ} (hh : ContinuousOn h (Icc (-1) 1))
    (h0 : h 0 ≠ 0) :
    ¬ IntervalIntegrable (fun x => psi x ^ 2 * estimator h x ^ 2) volume (-1) 1 := by
  intro hint
  have hc : ContinuousAt (fun x => h x ^ 2) 0 :=
    (hh.continuousAt (Icc_mem_nhds (by norm_num) (by norm_num))).pow 2
  have hpos : 0 < h 0 ^ 2 := by positivity
  -- near the node `h ^ 2` stays above half its value there
  obtain ⟨δ, hδ, hball⟩ := Metric.eventually_nhds_iff.mp
    (Filter.Tendsto.eventually_const_lt (half_lt_self hpos) hc)
  obtain ⟨r, hr, hr1, hrδ⟩ : ∃ r : ℝ, 0 < r ∧ r ≤ 1 ∧ r < δ :=
    ⟨min (δ / 2) 1, lt_min (by linarith) one_pos, min_le_right _ _,
      lt_of_le_of_lt (min_le_left _ _) (by linarith)⟩
  have hsub : IntervalIntegrable (fun x => psi x ^ 2 * estimator h x ^ 2) volume 0 r := by
    refine hint.mono_set ?_
    rw [uIcc_of_le hr.le, uIcc_of_le (by norm_num : (-1 : ℝ) ≤ 1)]
    exact Icc_subset_Icc (by norm_num) hr1
  -- comparison with `1 / x`, which is not integrable at the origin
  have hinv : IntervalIntegrable (fun x : ℝ => x⁻¹) volume 0 r := by
    refine (hsub.const_mul (2 / h 0 ^ 2)).mono_fun' measurable_inv.aestronglyMeasurable
      ((ae_restrict_iff' measurableSet_uIoc).mpr (ae_of_all _ fun x hx => ?_))
    rw [uIoc_of_le hr.le] at hx
    have hx0 : 0 < x := hx.1
    have hx1 : x ≤ 1 := hx.2.trans hr1
    have hx2 : h 0 ^ 2 / 2 < h x ^ 2 := hball (by
      rw [Real.dist_eq, sub_zero, abs_of_pos hx0]
      exact lt_of_le_of_lt hx.2 hrδ)
    have h1 : 1 ≤ 2 / h 0 ^ 2 * h x ^ 2 := by
      rw [div_mul_eq_mul_div, le_div_iff₀ hpos]
      linarith
    have e : psi x ^ 2 * estimator h x ^ 2 = h x ^ 2 / x ^ 2 := by
      unfold psi estimator
      field_simp
    show ‖x⁻¹‖ ≤ 2 / h 0 ^ 2 * (psi x ^ 2 * estimator h x ^ 2)
    rw [e, Real.norm_of_nonneg (inv_pos.mpr hx0).le]
    calc x⁻¹ = x / x ^ 2 := by field_simp
      _ ≤ 1 / x ^ 2 := by gcongr
      _ ≤ (2 / h 0 ^ 2 * h x ^ 2) / x ^ 2 := by gcongr
      _ = 2 / h 0 ^ 2 * (h x ^ 2 / x ^ 2) := by ring
  rcases intervalIntegrable_inv_iff.mp hinv with h' | h'
  · linarith
  · exact h' left_mem_uIcc
```

## The second moment under the guide is finite

Since $G\ge\varepsilon>0$, the function $1/G^2$ is continuous.

```lean
/-- For a positive cutoff, the inverse square of the guide is continuous. -/
theorem continuous_inv_guide_sq {ε : ℝ} (hε : 0 < ε) :
    Continuous (fun x => 1 / guide ε x ^ 2) := by
  have hg : Continuous (guide ε) := continuous_abs.max continuous_const
  exact continuous_const.div (hg.pow 2) fun x => pow_ne_zero 2 (lt_max_of_lt_right hε).ne'
```

Hence $h^2/G^2$ is integrable, and so is $G^2(wO)^2$, which equals it off the node.

```lean
/-- For `h` continuous on `[-1, 1]` and `ε > 0`, the integrand of the reweighted second moment is
integrable, and its integral equals that of `h ^ 2 / guide ^ 2`. -/
theorem reweighted_second_moment {h : ℝ → ℝ} (hh : ContinuousOn h (Icc (-1) 1))
    {ε : ℝ} (hε : 0 < ε) :
    IntervalIntegrable (fun x => guide ε x ^ 2 * (weight ε x * estimator h x) ^ 2)
      volume (-1) 1 ∧
    ∫ x in (-1 : ℝ)..1, h x ^ 2 * (1 / guide ε x ^ 2) =
      ∫ x in (-1 : ℝ)..1, guide ε x ^ 2 * (weight ε x * estimator h x) ^ 2 := by
  refine integral_eq_off_node (ContinuousOn.intervalIntegrable_of_Icc (by norm_num)
    ((hh.pow 2).mul (continuous_inv_guide_sq hε).continuousOn)) fun x hx => ?_
  rw [(reweighted_pointwise h ε hx).2.2]
  ring
```

Using $h^2\le S$ under the integral,

$$\int_{-1}^1G^2(wO)^2\,dx\le S\int_{-1}^1\frac{dx}{G^2}.$$

Compactness of $[-1,1]$ ensures that $h^2$ is bounded, as `le_csSup` requires.

```lean
/-- For `h` continuous on `[-1, 1]` and `ε > 0`, the reweighted second moment is at most `sup h ^ 2`
times the integral of `1 / guide ^ 2`. -/
theorem second_moment_le_sup {h : ℝ → ℝ} (hh : ContinuousOn h (Icc (-1) 1))
    {ε : ℝ} (hε : 0 < ε) :
    ∫ x in (-1 : ℝ)..1, guide ε x ^ 2 * (weight ε x * estimator h x) ^ 2 ≤
      supSq h * ∫ x in (-1 : ℝ)..1, 1 / guide ε x ^ 2 := by
  have hc := continuous_inv_guide_sq hε
  rw [← (reweighted_second_moment hh hε).2, ← intervalIntegral.integral_const_mul]
  refine intervalIntegral.integral_mono_on (by norm_num)
    (ContinuousOn.intervalIntegrable_of_Icc (by norm_num) ((hh.pow 2).mul hc.continuousOn))
    ((continuous_const.mul hc).intervalIntegrable _ _) fun x hx => ?_
  have hs : h x ^ 2 ≤ supSq h :=
    le_csSup (isCompact_Icc.image_of_continuousOn (hh.pow 2)).bddAbove ⟨x, hx, rfl⟩
  exact mul_le_mul_of_nonneg_right hs (by positivity)
```

From $1/G^2\le1/\varepsilon^2$ on an interval of length 2, the right-hand side is at most $2S/\varepsilon^2$. The main theorem joins this bound to the divergence under $\psi^2$, the equality of the first integrals and the integrability of both reweighted integrands. Only the divergence uses $h(0)\ne0$.

```lean
/-- Let `h` be continuous on `[-1, 1]` with `h 0 ≠ 0`, and let `ε > 0`. Under `psi ^ 2` the
integrand of the estimator's second moment is not integrable. With `guide ^ 2` and reweighting, the
first and second moment integrands are both integrable, the integral of the first is unchanged, and
that of the second is at most `2 sup h ^ 2 / ε ^ 2`. -/
theorem guide_cures_infinite_variance {h : ℝ → ℝ} (hh : ContinuousOn h (Icc (-1) 1))
    (h0 : h 0 ≠ 0) {ε : ℝ} (hε : 0 < ε) :
    ¬ IntervalIntegrable (fun x => psi x ^ 2 * estimator h x ^ 2) volume (-1) 1 ∧
    IntervalIntegrable (fun x => guide ε x ^ 2 * (weight ε x * estimator h x)) volume (-1) 1 ∧
    ∫ x in (-1 : ℝ)..1, guide ε x ^ 2 * (weight ε x * estimator h x) =
      ∫ x in (-1 : ℝ)..1, psi x ^ 2 * estimator h x ∧
    IntervalIntegrable (fun x => guide ε x ^ 2 * (weight ε x * estimator h x) ^ 2)
      volume (-1) 1 ∧
    ∫ x in (-1 : ℝ)..1, guide ε x ^ 2 * (weight ε x * estimator h x) ^ 2 ≤
      2 * supSq h / ε ^ 2 := by
  have hi : IntervalIntegrable h volume (-1) 1 :=
    ContinuousOn.intervalIntegrable_of_Icc (by norm_num) hh
  have hG : IntervalIntegrable (fun x => guide ε x ^ 2 * (weight ε x * estimator h x))
      volume (-1) 1 := (integral_eq_off_node hi fun x hx =>
    ((reweighted_pointwise h ε hx).1.trans (reweighted_pointwise h ε hx).2.1).symm).1
  refine ⟨second_moment_not_integrable hh h0, hG,
    (integral_eq_off_node hG fun x hx => (reweighted_pointwise h ε hx).1).2,
    (reweighted_second_moment hh hε).1, (second_moment_le_sup hh hε).trans ?_⟩
  -- the guide never falls below `ε`
  have hb : ∫ x in (-1 : ℝ)..1, 1 / guide ε x ^ 2 ≤ ∫ _x in (-1 : ℝ)..1, 1 / ε ^ 2 := by
    refine intervalIntegral.integral_mono_on (by norm_num)
      ((continuous_inv_guide_sq hε).intervalIntegrable _ _)
      (continuous_const.intervalIntegrable _ _) fun x _ => ?_
    have hle : ε ≤ guide ε x := le_max_right _ _
    gcongr
  rw [intervalIntegral.integral_const, smul_eq_mul] at hb
  have hs : 0 ≤ supSq h := Real.sSup_nonneg (by rintro _ ⟨x, _, rfl⟩; exact sq_nonneg (h x))
  calc _ ≤ supSq h * ((1 - -1) * (1 / ε ^ 2)) := mul_le_mul_of_nonneg_left hb hs
    _ = 2 * supSq h / ε ^ 2 := by ring
```

## The growth is only 1/ε

For $0<\varepsilon\le1$ the integral of $1/G^2$ splits at $\pm\varepsilon$. With the primitive $-1/x$ on the outer parts,

$$\int_{-1}^1\frac{dx}{G^2}=2\left(\frac1\varepsilon-1\right)+\frac{2\varepsilon}{\varepsilon^2}=\frac4\varepsilon-2.$$

```lean
/-- For a cutoff `0 < ε ≤ 1`, the integral of `1 / guide ^ 2` over `[-1, 1]` is `4 / ε - 2`. -/
theorem integral_inv_guide_sq {ε : ℝ} (hε : 0 < ε) (hε1 : ε ≤ 1) :
    ∫ x in (-1 : ℝ)..1, 1 / guide ε x ^ 2 = 4 / ε - 2 := by
  have hi : ∀ a b : ℝ, IntervalIntegrable (fun x => 1 / guide ε x ^ 2) volume a b :=
    fun a b => (continuous_inv_guide_sq hε).intervalIntegrable a b
  -- outside the cutoff region the integrand is `1 / x ^ 2`
  have hF : ∀ x : ℝ, ε ≤ |x| → HasDerivAt (fun y : ℝ => -y⁻¹) (1 / guide ε x ^ 2) x := by
    intro x hx
    have hx0 : x ≠ 0 := abs_pos.mp (hε.trans_le hx)
    refine (hasDerivAt_inv hx0).fun_neg.congr_deriv ?_
    rw [guide, max_eq_left hx, sq_abs, neg_neg, one_div]
  have hL : ∫ x in (-1 : ℝ)..(-ε), 1 / guide ε x ^ 2 = -(-ε)⁻¹ - -(-1 : ℝ)⁻¹ := by
    refine intervalIntegral.integral_eq_sub_of_hasDerivAt (fun x hx => hF x ?_) (hi _ _)
    rw [uIcc_of_le (by linarith)] at hx
    exact le_trans (by linarith [hx.2]) (neg_le_abs x)
  have hR : ∫ x in ε..1, 1 / guide ε x ^ 2 = -(1 : ℝ)⁻¹ - -ε⁻¹ := by
    refine intervalIntegral.integral_eq_sub_of_hasDerivAt (fun x hx => hF x ?_) (hi _ _)
    rw [uIcc_of_le hε1] at hx
    exact hx.1.trans (le_abs_self x)
  have hM : ∫ x in (-ε)..ε, 1 / guide ε x ^ 2 = ∫ _x in (-ε)..ε, 1 / ε ^ 2 := by
    refine intervalIntegral.integral_congr fun x hx => ?_
    rw [uIcc_of_le (by linarith)] at hx
    show 1 / guide ε x ^ 2 = 1 / ε ^ 2
    rw [guide, max_eq_right (abs_le.mpr hx)]
  rw [← intervalIntegral.integral_add_adjacent_intervals (hi (-1) (-ε)) (hi (-ε) 1),
    ← intervalIntegral.integral_add_adjacent_intervals (hi (-ε) ε) (hi ε 1), hL, hM, hR,
    intervalIntegral.integral_const, smul_eq_mul, inv_neg, inv_neg, inv_one]
  field_simp
  ring
```

The second moment is thus at most $S(4/\varepsilon-2)$. For constant $h=c$ we have $S=c^2$ and equality holds, so the constant in the bound is the best possible.

```lean
/-- For `0 < ε ≤ 1` and every `h` continuous on `[-1, 1]`, the reweighted second moment is at most
`sup h ^ 2 * (4 / ε - 2)`, and every constant `h = c` gives exactly `c ^ 2 * (4 / ε - 2)`. -/
theorem second_moment_sharp {ε : ℝ} (hε : 0 < ε) (hε1 : ε ≤ 1) :
    (∀ h : ℝ → ℝ, ContinuousOn h (Icc (-1) 1) →
      ∫ x in (-1 : ℝ)..1, guide ε x ^ 2 * (weight ε x * estimator h x) ^ 2 ≤
        supSq h * (4 / ε - 2)) ∧
    ∀ c : ℝ, ∫ x in (-1 : ℝ)..1, guide ε x ^ 2 * (weight ε x * estimator (fun _ => c) x) ^ 2 =
      c ^ 2 * (4 / ε - 2) := by
  rw [← integral_inv_guide_sq hε hε1]
  refine ⟨fun h hh => second_moment_le_sup hh hε, fun c => ?_⟩
  rw [← (reweighted_second_moment (h := fun _ => c) continuousOn_const hε).2,
    intervalIntegral.integral_const_mul]

end

end NodeGuideReweighting
```

For sampling, these integrals are divided by $N=\int_{-1}^1G^2\,dx=(2+4\varepsilon^3)/3$, again with $\varepsilon\le1$. The second moment of $wO$ per sample is then at most $3S(2/\varepsilon-1)/(1+2\varepsilon^3)$, and the normalised mean of $O$ under $\psi^2$ is the ratio of the expectations of $wO$ and $w$ under the density $G^2/N$, namely $\tfrac32\int_{-1}^1h\,dx$. This normalisation is a calculation by hand added to the theorems, which concern the undivided integrals and say nothing about correlated samples or nodal surfaces in many dimensions.

```lean
#print axioms NodeGuideReweighting.reweighted_second_moment
-- 'NodeGuideReweighting.reweighted_second_moment' depends on axioms: [propext, Classical.choice, Quot.sound]
#print axioms NodeGuideReweighting.guide_cures_infinite_variance
-- 'NodeGuideReweighting.guide_cures_infinite_variance' depends on axioms: [propext, Classical.choice, Quot.sound]
#print axioms NodeGuideReweighting.second_moment_sharp
-- 'NodeGuideReweighting.second_moment_sharp' depends on axioms: [propext, Classical.choice, Quot.sound]
```
